# Points where the Coulomb field of positive charges at given positions can vanish

The theorem `exists_charges_iff` concerns a nonempty finite set of point charges at given positions $r_i$ in a real inner product space, with the inverse-square Coulomb field in Gaussian units. It states that positive charges $q_i$ can be chosen to make the field vanish at a point $x$ away from all the positions exactly when $x = \sum_i w_i r_i$ for some coefficients $w_i > 0$ with $\sum_i w_i = 1$. In the forward direction, the proof takes the weights $q_i/\lVert x - r_i\rVert^3$ with which the charges enter the field, divides them by their sum, and uses an earlier lemma that $x$ is the centre of mass for these weights. In the converse direction, it chooses the charges $q_i = w_i \lVert x - r_i\rVert^3$, whose weights at $x$ are the given $w_i$.

This version doesn't compile in Lean 4 with Mathlib:

```lean
import Mathlib

open Finset

namespace ExistsChargesIff

noncomputable section

variable {ι V : Type*} [NormedAddCommGroup V] [InnerProductSpace ℝ V]

/-- The weight `q i / ‖x - r i‖ ^ 3` with which charge `i` enters the field at `x`,
for `x` different from `r i`. -/
def weight (q : ι → ℝ) (r : ι → V) (x : V) (i : ι) : ℝ :=
  q i / ‖x - r i‖ ^ 3

variable [Fintype ι]

/-- The Coulomb field at `x` of charges `q i` at the points `r i`, in Gaussian units,
for `x` different from all `r i`. -/
def coulombField (q : ι → ℝ) (r : ι → V) (x : V) : V :=
  ∑ i, weight q r x i • (x - r i)

/-- An equilibrium point: a point away from all the charges where the field vanishes. -/
def IsEquilibrium (q : ι → ℝ) (r : ι → V) (x : V) : Prop :=
  (∀ i, x ≠ r i) ∧ coulombField q r x = 0

omit [InnerProductSpace ℝ V] [Fintype ι] in
/-- A positive charge has a positive weight at every point other than its own position. -/
theorem weight_pos {q : ι → ℝ} {r : ι → V} {x : V} {i : ι}
    (hq : 0 < q i) (hx : x ≠ r i) : 0 < weight q r x i :=
  div_pos hq (pow_pos (norm_pos_iff.mpr (sub_ne_zero.mpr hx)) 3)

/-- The field is the total weight times the position `x`, minus the weighted sum of the
positions of the charges. -/
theorem coulombField_eq (q : ι → ℝ) (r : ι → V) (x : V) :
    coulombField q r x = (∑ i, weight q r x i) • x - ∑ i, weight q r x i • r i := by
  simp only [coulombField, smul_sub, Finset.sum_sub_distrib, Finset.sum_smul]

/-- Away from a nonempty finite set of positive charges, the field vanishes at `x` exactly when `x`
is the centre of mass of the charges taken with their weights at `x`. -/
theorem coulombField_eq_zero_iff [Nonempty ι] {q : ι → ℝ} {r : ι → V} {x : V}
    (hq : ∀ i, 0 < q i) (hx : ∀ i, x ≠ r i) :
    coulombField q r x = 0 ↔ univ.centerMass (weight q r x) r = x := by
  have hW : 0 < ∑ i, weight q r x i :=
    Finset.sum_pos (fun i _ => weight_pos (hq i) (hx i)) univ_nonempty
  rw [coulombField_eq, sub_eq_zero, Finset.centerMass, inv_smul_eq_iff₀ hW.ne']
  exact eq_comm

/-- For given positions of a nonempty finite set of charges, a point is an equilibrium for some
choice of positive charges exactly when it is away from all the positions and is a convex
combination of them with every coefficient positive. -/
theorem exists_charges_iff [Nonempty ι] (r : ι → V) (x : V) :
    (∃ q : ι → ℝ, (∀ i, 0 < q i) ∧ IsEquilibrium q r x) ↔
      (∀ i, x ≠ r i) ∧
        ∃ w : ι → ℝ, (∀ i, 0 < w i) ∧ ∑ i, w i = 1 ∧ ∑ i, w i • r i = x := by
  constructor
  · rintro ⟨q, hq, hx⟩
    have hw : ∀ i, 0 < weight q r x i := fun i => weight_pos (hq i) (hx.1 i)
    have hW : 0 < ∑ i, weight q r x i := Finset.sum_pos (fun i _ => hw i) univ_nonempty
    -- normalise the weights
    refine ⟨hx.1, fun i => weight q r x i / ∑ j, weight q r x j,
      fun i => div_pos (hw i) hW, ?_, ?_⟩
    · rw [← Finset.sum_div, div_self hW.ne']
    · have h := (coulombField_eq_zero_iff hq hx.1).mp hx.2
      rw [Finset.centerMass, Finset.smul_sum] at h
      refine Eq.trans (Finset.sum_congr rfl fun i _ => ?_) h
      rw [smul_smul, div_eq_inv_mul]
  · rintro ⟨hne, w, hw, hs, hx⟩
    have hd : ∀ i, 0 < ‖x - r i‖ ^ 3 := fun i =>
      pow_pos (norm_pos_iff.mpr (sub_ne_zero.mpr (hne i))) 3
    -- charges that compensate the distance factor
    have hweight : ∀ i, weight (fun j => w j * ‖x - r j‖ ^ 3) r x i = w i := fun i =>
      mul_div_cancel_right₀ _ (hd i).ne'
    refine ⟨fun j => w j * ‖x - r j‖ ^ 3, fun i => mul_pos (hw i) (hd i), hne, ?_⟩
    rw [coulombField_eq]
    simp only [hweight, hs, hx, one_smul, sub_self]

end

end ExistsChargesIff
```

Lean reports:

```
Main.lean:67:21: error: Tactic `rewrite` failed: Did not find an occurrence of the pattern
  ?a / ?b
in the target expression
  (fun i => weight q r x i / ∑ j, weight q r x j) i • r i = ((∑ i, weight q r x i)⁻¹ * weight q r x i) • r i

case mp.refine_2
ι : Type u_1
V : Type u_2
inst✝³ : NormedAddCommGroup V
inst✝² : InnerProductSpace ℝ V
inst✝¹ : Fintype ι
inst✝ : Nonempty ι
r : ι → V
x : V
q : ι → ℝ
hq : ∀ (i : ι), 0 < q i
hx : IsEquilibrium q r x
hw : ∀ (i : ι), 0 < weight q r x i
hW : 0 < ∑ i, weight q r x i
h : ∑ x_1, (∑ i, weight q r x i)⁻¹ • weight q r x x_1 • r x_1 = x
i : ι
x✝ : i ∈ univ
⊢ (fun i => weight q r x i / ∑ j, weight q r x j) i • r i = ((∑ i, weight q r x i)⁻¹ * weight q r x i) • r i
```

Fix (accepted with no message):

```diff
@@ -65,4 +65,5 @@
       rw [Finset.centerMass, Finset.smul_sum] at h
       refine Eq.trans (Finset.sum_congr rfl fun i _ => ?_) h
+      show (weight q r x i / ∑ j, weight q r x j) • r i = _
       rw [smul_smul, div_eq_inv_mul]
   · rintro ⟨hne, w, hw, hs, hx⟩
```

Cause. The error is in the forward direction, where the sum with normalised weights is compared term by term with the centre of mass. The rewrite with `smul_smul` succeeds, but `div_eq_inv_mul` then finds no quotient of the form `?a / ?b` to rewrite.

A division is visible in the goal, but it sits inside `(fun i => weight q r x i / ∑ j, weight q r x j) i`, a function that has not yet been applied to its argument. There the numerator depends on the function's bound variable, and `rw` cannot rewrite a term containing such a variable.

The added `show` line states the left side with the function applied, which is the same by definition, and its `_` leaves the right side as it was. The quotient is now in the open, so `div_eq_inv_mul` turns it into the inverse of the sum times the weight. This is what `smul_smul` produces on the right, and `rw` closes the goal by reflexivity.
